# Adding one boson to the canonical partition function of non-interacting bosons in two modes

For complex numbers b and c, `pairSum b c n` is the sum of bⁱcⁿ⁻ⁱ over i from 0 to n. If b and c are the Boltzmann factors of two modes, this is the canonical partition function, not normalised to one, of n non-interacting bosons shared between them. The theorem says that the sum for n + 1 equals b times the sum for n, plus cⁿ⁺¹: either the first mode holds at least one boson, or all of them are in the second. The attempt first states the part with the factor b as an auxiliary identity `key`, summed over an antidiagonal, and then tries to split off the remaining term.

In Lean, a first try:

```lean
import Mathlib

open Matrix

namespace PairSumSucc

noncomputable section

/-- Sum of all monomials of degree `n` in the two factors `b` and `c`. -/
def pairSum (b c : ℂ) (n : ℕ) : ℂ :=
  ∑ i ∈ Finset.range (n + 1), b ^ i * c ^ (n - i)

/-- Raising the level of two modes by one: either the first mode is excited, or all quanta
sit in the second. -/
theorem pairSum_succ (b c : ℂ) (n : ℕ) :
    pairSum b c (n + 1) = b * pairSum b c n + c ^ (n + 1) := by
  have key : ∑ p ∈ Finset.antidiagonal n, b ^ (p.1 + 1) * c ^ p.2 = b * pairSum b c n := by
    rw [pairSum, Finset.mul_sum]
    exact Finset.sum_congr rfl (fun p _ => by ring)
  rw [← key, pairSum, Finset.Nat.sum_antidiagonal_succ]
  ring

end

end PairSumSucc
```

The error:

```
Main.lean:17:39: error: Application type mismatch: The argument
  n
has type
  ℕ
of sort `Type` but is expected to have type
  Set.IsPWO ?m.35
of sort `Prop` in the application
  Finset.antidiagonal n
Main.lean:17:47: error: Invalid projection: Type of
  p
is not known; cannot resolve projection `1`
Main.lean:17:62: error: Invalid projection: Type of
  p
is not known; cannot resolve projection `2`
Main.lean:16:61: error: unsolved goals
b c : ℂ
n : ℕ
⊢ pairSum b c (n + 1) = b * pairSum b c n + c ^ (n + 1)
```

The first message shows that `Finset.antidiagonal` here expects a proof of `Set.IsPWO`, a property of a set, where the attempt supplies the number `n`. The index set therefore fails to elaborate, the type of `p` stays unknown, and `p.1` and `p.2` cannot be resolved. The last message shows the original goal still open, without `key`.

A working antidiagonal of pairs would not have been enough: `pairSum` sums over natural numbers, and `Finset.sum_congr rfl` cannot match that with a sum over pairs. The repair states `key` over `Finset.range (n + 1)`, so both sums have the same index set and `ring` compares their terms.

`Finset.sum_range_succ'` then splits the i = 0 term off the sum for n + 1 and shifts the index in the rest. `Nat.add_sub_add_right` turns the exponent `n + 1 - (i + 1)` into `n - i`, so that `key` applies; `Nat.sub_zero` simplifies the exponent in the separate term, and `ring` finishes. Renaming `p` to `i` is mere tidying.

The repair, with which the file compiles:

```diff
@@ -15,8 +15,9 @@
 theorem pairSum_succ (b c : ℂ) (n : ℕ) :
     pairSum b c (n + 1) = b * pairSum b c n + c ^ (n + 1) := by
-  have key : ∑ p ∈ Finset.antidiagonal n, b ^ (p.1 + 1) * c ^ p.2 = b * pairSum b c n := by
+  have key : ∑ i ∈ Finset.range (n + 1), b ^ (i + 1) * c ^ (n - i) = b * pairSum b c n := by
     rw [pairSum, Finset.mul_sum]
-    exact Finset.sum_congr rfl (fun p _ => by ring)
-  rw [← key, pairSum, Finset.Nat.sum_antidiagonal_succ]
+    exact Finset.sum_congr rfl (fun i _ => by ring)
+  rw [pairSum, Finset.sum_range_succ']
+  simp only [Nat.add_sub_add_right, Nat.sub_zero, key]
   ring
 
```
